# An Euler step with drift $1/d$ crosses the node with probability at most $e^{-2}$, whatever the time step

Let a walker stand at distance $d>0$ from a node, and let it take the Euler step $d+\tau/d+\sqrt\tau\,\xi$ with time step $\tau>0$ and standard Gaussian noise $\xi$. The step is negative, so that it lands beyond the node, with probability

$$P\!\left(\xi<-\left(\frac{d}{\sqrt\tau}+\frac{\sqrt\tau}{d}\right)\right).$$

This is positive and at most $P(\xi<-2)\le e^{-2}$, and it equals $P(\xi<-2)\approx0.023$ exactly at $d=\sqrt\tau$; the simpler bound $e^{-2}\approx0.135$ is never attained. For importance-sampled diffusion Monte Carlo, in this one-dimensional model with a linear guiding function, a smaller time step therefore moves the worst distance towards the node but leaves the worst-case probability unchanged.

```lean
import Mathlib

open MeasureTheory ProbabilityTheory Filter Topology

namespace NodeCrossing

noncomputable section
```

The file loads the library Mathlib and opens some of its namespaces, which allows shorter names.

## The step and its probability

```lean
/-- The Euler step of a walker at distance `d > 0` from a node, with drift `1 / d`,
time step `τ` and noise value `ξ`. -/
def nodeStep (τ d ξ : ℝ) : ℝ := d + τ / d + √τ * ξ
```

This is the step above, in units where the noise has variance $\tau$ and the drift velocity is the logarithmic derivative of the guiding function. It describes a single move, without an accept/reject test, node curvature or further drift terms.

```lean
/-- The probability that the Euler step from distance `d > 0` lands beyond the node,
for standard Gaussian noise. -/
def crossingProb (τ d : ℝ) : ℝ := (gaussianReal 0 1).real {ξ | nodeStep τ d ξ < 0}
```

`gaussianReal 0 1` is the Gaussian measure with mean 0 and variance 1, and `.real` returns the measure of a set as a real number. The set contains the noise values that make the step negative.

```lean
/-- The probability that a standard Gaussian variable is less than `-a`. -/
def gaussianTail (a : ℝ) : ℝ := (gaussianReal 0 1).real (Set.Iio (-a))
```

Write $T(a)=P(\xi<-a)$ for this tail; `Set.Iio (-a)` is the half-line $(-\infty,-a)$.

```lean
/-- The threshold `d / √τ + √τ / d`, for `τ > 0` and `d > 0`. -/
def barrier (τ d : ℝ) : ℝ := d / √τ + √τ / d
```

Write $b=d/\sqrt\tau+\sqrt\tau/d$ for this threshold.

```lean
/-- The logarithmic derivative of a guiding function linear in the distance from its node
is `1 / d`. -/
theorem linear_guiding_drift {c d : ℝ} (hc : c ≠ 0) (hd : d ≠ 0) :
    HasDerivAt (fun x : ℝ => Real.log (c * x)) (1 / d) d := by
  have h := (hasDerivAt_id' d).const_mul c
  exact (h.log (mul_ne_zero hc hd)).congr_deriv (by field_simp)
```

A theorem lists its hypotheses, then its statement after the colon, then its proof after `:=`. Here the guiding function is $cx$, and the chain rule gives $(\log cx)'=c/(cx)=1/x$, which is $1/d$ at $x=d$. This justifies the drift that `nodeStep` contains by definition. Lean's `Real.log` is $\log|x|$, so either sign of $c$ is allowed.

## A threshold that is never below two

```lean
/-- The Euler step is negative exactly when the noise lies below minus the threshold. -/
theorem nodeStep_neg_iff {τ : ℝ} (hτ : 0 < τ) (d ξ : ℝ) :
    nodeStep τ d ξ < 0 ↔ ξ < -barrier τ d := by
  have hs : 0 < √τ := Real.sqrt_pos.mpr hτ
  -- factor the noise amplitude out of the step
  have key : nodeStep τ d ξ = √τ * (ξ + barrier τ d) := by
    have h3 : √τ * (d / √τ) = d := mul_div_cancel₀ d hs.ne'
    have h4 : √τ * (√τ / d) = τ / d := by
      rw [← mul_div_assoc, Real.mul_self_sqrt hτ.le]
    unfold nodeStep barrier
    rw [mul_add, mul_add, h3, h4]
    ring
  rw [key]
  constructor
  · intro h
    by_contra hn
    have h1 : 0 ≤ ξ + barrier τ d := by linarith [not_lt.mp hn]
    linarith [mul_nonneg hs.le h1]
  · intro h
    exact mul_neg_of_pos_of_neg hs (by linarith)
```

By hand, factor out the noise amplitude:

$$d+\frac{\tau}{d}+\sqrt\tau\,\xi=\sqrt\tau\,(\xi+b).$$

Since $\sqrt\tau>0$, the left side is negative exactly when $\xi<-b$. In Lean, `key` is the factorisation, and the two bullets prove the two directions of the equivalence.

```lean
/-- The threshold is at least two, and equals two exactly at `d = √τ`. -/
theorem barrier_min {τ d : ℝ} (hτ : 0 < τ) (hd : 0 < d) :
    2 ≤ barrier τ d ∧ (barrier τ d = 2 ↔ d = √τ) := by
  have hs : 0 < √τ := Real.sqrt_pos.mpr hτ
  have aux : ∀ s : ℝ, 0 < s → d / s + s / d = 2 + (d - s) ^ 2 / (d * s) := by
    intro s hs
    field_simp
    ring
  have hb : barrier τ d = 2 + (d - √τ) ^ 2 / (d * √τ) := aux _ hs
  rw [hb]
  refine ⟨?_, ?_, ?_⟩
  · have h : 0 ≤ (d - √τ) ^ 2 / (d * √τ) := by positivity
    linarith
  · intro h
    have h0 : (d - √τ) ^ 2 / (d * √τ) = 0 := by linarith
    rcases div_eq_zero_iff.mp h0 with h1 | h1
    · exact sub_eq_zero.mp ((pow_eq_zero_iff two_ne_zero).mp h1)
    · exact absurd h1 (mul_pos hd hs).ne'
  · intro h
    rw [← h]
    simp
```

With $s=\sqrt\tau$,

$$\frac ds+\frac sd=\frac{d^2+s^2}{ds}=2+\frac{(d-s)^2}{ds}.$$

The last term is non-negative and vanishes only at $d=s$. `aux` proves the identity: `field_simp` clears the denominators and `ring` checks the remaining algebra.

## Gaussian tails

```lean
/-- A set of noise values of nonzero length has positive Gaussian probability. -/
theorem gaussian_pos {s : Set ℝ} (hs : volume s ≠ 0) : 0 < (gaussianReal 0 1).real s := by
  have h : gaussianReal 0 1 s ≠ 0 := fun h0 =>
    hs (gaussianReal_absolutelyContinuous' 0 one_ne_zero h0)
  exact ENNReal.toReal_pos h (measure_ne_top _ _)
```

The Gaussian density is positive everywhere, so a set of zero Gaussian probability has zero length. The proof uses this in reverse; `volume` is length on the real line.

```lean
/-- The Gaussian tail probability decreases strictly with the threshold. -/
theorem gaussianTail_strictAnti : StrictAnti gaussianTail := by
  intro a b hab
  have hdis : Disjoint (Set.Iio (-b)) (Set.Ico (-b) (-a)) :=
    Set.disjoint_left.mpr fun x hx hx' => absurd hx'.1 (not_le_of_gt hx)
  have hpos : 0 < (gaussianReal 0 1).real (Set.Ico (-b) (-a)) := by
    apply gaussian_pos
    rw [Real.volume_Ico]
    exact (ENNReal.ofReal_pos.mpr (by linarith)).ne'
  -- the larger tail is the smaller one plus an interval of positive probability
  unfold gaussianTail
  rw [← Set.Iio_union_Ico_eq_Iio (show -b ≤ -a by linarith),
    measureReal_union hdis measurableSet_Ico]
  linarith
```

For $a<b'$, split the larger half-line:

$$T(a)=T(b')+P(-b'\le\xi<-a)>T(b').$$

The interval has length $b'-a>0$, hence positive probability by the previous theorem. The code writes `b` for $b'$.

```lean
/-- For `a ≥ 0` the Gaussian tail probability is at most `exp (-a² / 2)`. -/
theorem gaussianTail_le_exp {a : ℝ} (ha : 0 ≤ a) :
    gaussianTail a ≤ Real.exp (-a ^ 2 / 2) := by
  -- exponential Markov inequality with parameter `-a`
  have h := measure_le_le_exp_mul_mgf (μ := gaussianReal 0 1) (X := id) (t := -a) (-a)
    (by linarith) (integrable_exp_mul_gaussianReal (-a))
  rw [mgf_gaussianReal Measure.map_id, ← Real.exp_add] at h
  have hsub : Set.Iio (-a) ⊆ {x : ℝ | id x ≤ -a} := by
    intro x hx
    have hlt : x < -a := Set.mem_Iio.mp hx
    simp only [Set.mem_ofPred_eq, id_eq]
    exact hlt.le
  have hmono : gaussianTail a ≤ (gaussianReal 0 1).real {x : ℝ | id x ≤ -a} :=
    measureReal_mono hsub
  refine (hmono.trans h).trans_eq ?_
  congr 1
  simp only [NNReal.coe_one]
  ring
```

Where $\xi\le-a$ and $a\ge0$, we have $e^{-a\xi}\ge e^{a^2}$. Taking expectations and using $E\,e^{-a\xi}=e^{a^2/2}$,

$$T(a)\le e^{-a^2}\,E\,e^{-a\xi}=e^{-a^2/2}.$$

In the proof, `measure_le_le_exp_mul_mgf` is the inequality and `mgf_gaussianReal` supplies the expectation. `hmono` passes from $\xi<-a$ to $\xi\le-a$.

## The worst distance and the small-step limit

```lean
/-- The crossing probability is the Gaussian tail beyond `d / √τ + √τ / d`. -/
theorem crossingProb_eq {τ : ℝ} (hτ : 0 < τ) (d : ℝ) :
    crossingProb τ d = gaussianTail (d / √τ + √τ / d) := by
  have hset : {ξ | nodeStep τ d ξ < 0} = Set.Iio (-barrier τ d) :=
    Set.ext fun ξ => nodeStep_neg_iff hτ d ξ
  unfold crossingProb
  rw [hset]
  rfl
```

The noise values that cause a crossing form the half-line below $-b$, so the crossing probability is $T(b)$.

```lean
/-- The crossing probability is positive and at most the Gaussian tail beyond two, with
equality exactly at `d = √τ`; this tail is at most `exp (-2)`. -/
theorem crossingProb_max {τ d : ℝ} (hτ : 0 < τ) (hd : 0 < d) :
    0 < crossingProb τ d ∧ crossingProb τ d ≤ gaussianTail 2 ∧
      (crossingProb τ d = gaussianTail 2 ↔ d = √τ) ∧ gaussianTail 2 ≤ Real.exp (-2) := by
  have hb := barrier_min hτ hd
  have hc : crossingProb τ d = gaussianTail (barrier τ d) := crossingProb_eq hτ d
  rw [hc]
  refine ⟨gaussian_pos (by simp), gaussianTail_strictAnti.antitone hb.1, ?_, ?_⟩
  · exact gaussianTail_strictAnti.injective.eq_iff.trans hb.2
  · refine (gaussianTail_le_exp (by norm_num)).trans_eq ?_
    norm_num
```

The four statements joined by `∧` are the result for every $\tau,d>0$. The half-line has infinite length, so $T(b)>0$. Since $b\ge2$ and $T$ decreases, $T(b)\le T(2)$. Strict decrease makes $T$ injective, so equality means $b=2$, that is $d=\sqrt\tau$. Finally, $a=2$ in the exponential bound gives $T(2)\le e^{-2}$.

```lean
/-- At a fixed distance from the node, the crossing probability vanishes as the time step
tends to zero. -/
theorem crossingProb_tendsto_zero {d : ℝ} (hd : 0 < d) :
    Tendsto (fun τ => crossingProb τ d) (𝓝[>] 0) (𝓝 0) := by
  have hlim : Tendsto (fun τ : ℝ => Real.exp (-(d ^ 2 / 2 * τ⁻¹))) (𝓝[>] 0) (𝓝 0) :=
    Real.tendsto_exp_neg_atTop_nhds_zero.comp
      (Tendsto.const_mul_atTop (by positivity) tendsto_inv_nhdsGT_zero)
  refine squeeze_zero' (Eventually.of_forall fun τ => measureReal_nonneg) ?_ hlim
  filter_upwards [self_mem_nhdsWithin] with τ hτ
  have hτ' : 0 < τ := hτ
  have hs : 0 < √τ := Real.sqrt_pos.mpr hτ'
  -- drop the drift contribution to the threshold
  have h1 : d / √τ ≤ d / √τ + √τ / d := by
    have h : 0 ≤ √τ / d := by positivity
    linarith
  rw [crossingProb_eq hτ' d]
  refine (gaussianTail_strictAnti.antitone h1).trans
    ((gaussianTail_le_exp (by positivity)).trans_eq ?_)
  rw [div_pow, Real.sq_sqrt hτ'.le]
  congr 1
  ring

end

end NodeCrossing
```

`𝓝[>] 0` means that $\tau$ approaches zero from above, with $d$ held fixed. Dropping the drift term from the threshold gives

$$0\le T(b)\le T\!\left(\frac{d}{\sqrt\tau}\right)\le e^{-d^2/(2\tau)}\to0,$$

and `squeeze_zero'` concludes. This agrees with the constant worst case, because that case sits at $d=\sqrt\tau$, which itself moves to zero.

In the opposite limit, $d\to0$ at fixed $\tau$, the same estimate by hand gives $T(b)\le e^{-\tau/(2d^2)}\to0$: the drift term $\tau/d$ throws the walker far from the node.

```lean
#print axioms NodeCrossing.linear_guiding_drift
#print axioms NodeCrossing.crossingProb_max
#print axioms NodeCrossing.crossingProb_tendsto_zero
```

```
'NodeCrossing.linear_guiding_drift' depends on axioms: [propext, Classical.choice, Quot.sound]
'NodeCrossing.crossingProb_max' depends on axioms: [propext, Classical.choice, Quot.sound]
'NodeCrossing.crossingProb_tendsto_zero' depends on axioms: [propext, Classical.choice, Quot.sound]
```
